# The two-mode Jordan-Wigner matrices satisfy the canonical anticommutation relations

The lemma `jw_car` concerns two fermionic modes, whose annihilators are given as explicit 4 × 4 complex matrices in the basis empty, first occupied, second occupied, both occupied. It states that any two annihilators anticommute, a_p a_q + a_q a_p = 0, and that a_p a_q† + a_q† a_p is the identity when p = q and zero otherwise. No Hamiltonian enters; these are purely algebraic identities between finite matrices. The attempt splits both relations into every choice of modes and every matrix entry, and asks `simp` to verify each resulting equation over the complex numbers.

The failing Lean file:

```lean
import Mathlib

open scoped InnerProductSpace

noncomputable section

namespace FermionFSumRule

variable {ι A : Type*} [Ring A] [StarRing A]

/-- Canonical anticommutation relations for annihilators `a p` with creators `star (a p)`. -/
structure IsCAR [DecidableEq ι] (a : ι → A) : Prop where
  anti : ∀ p q, a p * a q + a q * a p = 0
  mixed : ∀ p q, a p * star (a q) + star (a q) * a p = if p = q then 1 else 0

variable [Fintype ι] [Algebra ℂ A]

variable [DecidableEq ι]

/-- Jordan-Wigner matrices of two modes in the basis empty, first, second, both occupied. -/
def jwInt : Fin 2 → Matrix (Fin 4) (Fin 4) ℤ :=
  ![!![0, 1, 0, 0; 0, 0, 0, 0; 0, 0, 0, 1; 0, 0, 0, 0],
    !![0, 0, 1, 0; 0, 0, 0, -1; 0, 0, 0, 0; 0, 0, 0, 0]]

/-- The Jordan-Wigner matrices with complex entries. -/
def jw (p : Fin 2) : Matrix (Fin 4) (Fin 4) ℂ := (Int.castRingHom ℂ).mapMatrix (jwInt p)

lemma jw_car : IsCAR jw := by
  constructor <;> intro p q <;> fin_cases p <;> fin_cases q <;> ext i j <;>
    fin_cases i <;> fin_cases j <;>
    simp [jw, Matrix.mul_apply, Fin.sum_univ_succ, Matrix.star_apply]

end FermionFSumRule
```

Lean reports:

```
Main.lean:28:0: error: (deterministic) timeout at `whnf`, maximum number of heartbeats (200000) has been reached

Note: Use `set_option maxHeartbeats <num>` to set the limit.

Hint: Additional diagnostic information may be available using the `set_option diagnostics true` command.
```

Cause. The message says that Lean spent its allowance of 200000 heartbeats while in `whnf`, the reduction of a term to weak head normal form. It is placed at the start of the lemma, so it does not single out one tactic or entry. The case split is large: two relations, four pairs of modes and sixteen entries make 128 goals, each with matrix products to expand over ℂ.

The repair does the arithmetic on the integer matrices `jwInt` instead. There equality is decidable by computation, and `decide +kernel` has the kernel evaluate the finite checks `e1` and `e2`. The results are then carried to ℂ by the entrywise cast, a ring homomorphism: `map_mul` and `map_add`, rewritten backwards, gather each expression into the cast of one integer matrix, to which `e1` or `e2` applies. `hs` is needed for the creators: it shows that the adjoint of `jw q` is the cast of the transpose of `jwInt q`, since integer entries are unchanged by conjugation. Finally `split_ifs` separates equal from unequal modes, and `map_one` and `map_zero` identify the cast identity and zero matrices.

Lean accepts the file once it reads:

```diff
@@ -27,7 +27,17 @@
 
 lemma jw_car : IsCAR jw := by
-  constructor <;> intro p q <;> fin_cases p <;> fin_cases q <;> ext i j <;>
-    fin_cases i <;> fin_cases j <;>
-    simp [jw, Matrix.mul_apply, Fin.sum_univ_succ, Matrix.star_apply]
+  -- decide the relations over the integers, then cast
+  have e1 : ∀ p q, jwInt p * jwInt q + jwInt q * jwInt p = 0 := by decide +kernel
+  have e2 : ∀ p q, jwInt p * (jwInt q).transpose + (jwInt q).transpose * jwInt p =
+      if p = q then 1 else 0 := by decide +kernel
+  have hs : ∀ q, star (jw q) = (Int.castRingHom ℂ).mapMatrix (jwInt q).transpose := fun q => by
+    ext i j
+    simp [jw, Matrix.star_apply]
+  refine ⟨fun p q => ?_, fun p q => ?_⟩
+  · rw [jw, jw, ← map_mul, ← map_mul, ← map_add, e1, map_zero]
+  · rw [hs, jw, ← map_mul, ← map_mul, ← map_add, e2]
+    split_ifs
+    · exact map_one _
+    · exact map_zero _
 
 end FermionFSumRule
```
